# A half-filled tight-binding ring is stable against bond alternation only if 4 does not divide its size and its bonds are stiff enough

**Q:** If I optimise a ring with all bonds held equal, I never compare it with alternating bonds. I may then report as equilibrium a structure that alternation would lower. Can your theorem tell me when that happens?

**A:** Yes, for non-interacting electrons and a single distortion parameter d. Take an even number N of sites with one electron per site, hoppings t(1 + d) and t(1 − d) in turn with t > 0, and elastic energy K d². If 4 divides N, equal bonds are never a minimum. Otherwise they are one exactly when K reaches a threshold.

**Q:** Derive the electronic energy first.

**A:** With phase θ per site, the amplitude between the two sublattices is

h = t(1 + d)e^{iθ} + t(1 − d)e^{−iθ} = 2t(cos θ + i d sin θ).

The two-site Hamiltonian has −h and its conjugate off the diagonal, so its eigenvalues satisfy ε² = |h|²:

ε = ±2t √(cos²θ + d² sin²θ).

Write θ_j = 2πj/N, c_j = cos θ_j, s_j = sin θ_j and ℓ_j(d) = √(c_j² + d² s_j²). The N/2 cells allow j = 0, …, N/2 − 1, and each lower level holds two electrons. Since j and j + N/2 give the same ℓ_j, summing over all N values counts each level twice, which takes care of spin:

E(d) = K d² − 2t Σ_j ℓ_j(d), j = 0, …, N − 1.

**Q:** And the threshold?

**A:** Suppose 4 does not divide N. If c_j were zero, then 4j = (2k + 1)N for some integer k, and 4 would divide N because 2k + 1 is odd. So every |c_j| is positive, and rationalising gives

ℓ_j(d) − |c_j| = d² s_j² / (ℓ_j(d) + |c_j|).

Summing over j,

E(d) − E(0) = d² [K − 2t R(d)], R(d) = Σ_j s_j² / (ℓ_j(d) + |c_j|).

Because ℓ_j(d) ≥ |c_j|, R is largest at d = 0, where

2t R(0) = t Σ_j s_j²/|c_j| = K_c.

Hence K ≥ K_c makes the difference non-negative for every d. Conversely, if d = 0 is a minimum, divide by d² for small d ≠ 0 and let d → 0; this gives K ≥ K_c.

If 4 divides N, the level at j = N/4 has θ_j = π/2 and ℓ_j(d) = |d|. No other ℓ_j falls below its value at d = 0, so

E(d) ≤ E(0) + K d² − 2t|d|.

For small d ≠ 0 the linear term wins, whatever K is.

**Q:** Give me numbers.

**A:** Take N = 6 and t = 1. Two of the |c_j| are 1 and four are 1/2, so

E(d) = K d² − 4 − 4√(1 + 3d²), E(0) = −8.

At d² = 0.07 the root is 1.1. For K = 5 the energy is −8.05, below −8; for K = 6 it is −7.98, above. The threshold is K_c = 4 · (3/4)/(1/2) = 6.

**Q:** Now the code. Does it describe the same ring?

```lean
import Mathlib

open Filter Topology ComplexConjugate

namespace BondAlternation

noncomputable section
```

**A:** The amplitude h is `hop`, with θ the phase per site, not per cell.

```lean
/-- Hopping amplitude between the two sublattices of a chain with alternating hoppings
`t (1 + d)` and `t (1 - d)`, at phase `θ` per site. -/
def hop (t d θ : ℝ) : ℂ :=
  t * (1 + d) * Complex.exp (θ * Complex.I) + t * (1 - d) * Complex.exp (-θ * Complex.I)
```

The Hamiltonian has zero on-site energies and the usual minus sign in front of the hopping.

```lean
/-- Bloch Hamiltonian of the alternating chain in the basis of its two sublattices. -/
def blochHamiltonian (t d θ : ℝ) : Matrix (Fin 2) (Fin 2) ℂ :=
  !![0, -hop t d θ; -conj (hop t d θ), 0]
```

The square root without its factor 2t is `level`, and `angle N j` is θ_j.

```lean
/-- The dimensionless level energy `√(cos² θ + d² sin² θ)`. -/
def level (d θ : ℝ) : ℝ := √(Real.cos θ ^ 2 + d ^ 2 * Real.sin θ ^ 2)

/-- The allowed phase `2 π j / N` on a ring of `N > 0` sites. -/
def angle (N j : ℕ) : ℝ := 2 * Real.pi * j / N
```

**Q:** What does K stand for physically?

**A:** It is the resistance of the rest of the bonding framework to alternation, for the whole ring and not per bond. Since d is dimensionless, K is an energy. It is a given constant here, as is the linear dependence of the hoppings on d.

```lean
/-- For `t ≥ 0` and even `N > 0`, the energy of the half-filled ring of `N` sites with alternation
`d`: elastic energy `K d²` plus the energy of the occupied levels. -/
def energy (K t : ℝ) (N : ℕ) (d : ℝ) : ℝ :=
  K * d ^ 2 - 2 * t * ∑ j ∈ Finset.range N, level d (angle N j)
```

K_c is `criticalStiffness`, and R(d) is `softening`.

```lean
/-- The sum `t ∑ sin² / |cos|` over the allowed phases, for `N` not divisible by four
(otherwise a cosine vanishes). -/
def criticalStiffness (t : ℝ) (N : ℕ) : ℝ :=
  t * ∑ j ∈ Finset.range N, Real.sin (angle N j) ^ 2 / |Real.cos (angle N j)|

/-- Electronic softening of the ring at finite alternation `d`, for `N` not divisible by four
(otherwise a denominator vanishes at `d = 0`). -/
def softening (N : ℕ) (d : ℝ) : ℝ :=
  ∑ j ∈ Finset.range N,
    Real.sin (angle N j) ^ 2 / (level d (angle N j) + |Real.cos (angle N j)|)
```

**Q:** So what exactly does the main theorem, `equal_bonds_minimize_iff`, say?

**A:** For N > 0, t > 0 and any real K, it has two parts. If `4 ∣ N`, then d = 0 is not even a local minimum, written `¬ IsLocalMin (energy K t N) 0`. If `¬ 4 ∣ N`, then E(0) ≤ E(d) for all real d exactly when `criticalStiffness t N ≤ K`. Odd N is allowed as a statement about the formula, but an alternating ring needs even N.

**Q:** Real d includes |d| > 1, where one hopping changes sign. Does that distort the threshold?

**A:** No. Necessity already follows from a local minimum, and sufficiency holds for every d, so restricting to |d| < 1 gives the same K_c.

**Q:** Why not state the threshold for all N at once?

**A:** That is the mistake to avoid. Lean sets division by zero to zero, so for N = 4 `criticalStiffness` evaluates to 0, and a uniform statement would declare the four-membered ring stable for every K ≥ 0. In fact its energy is K d² − 4t − 4t|d|.

**Q:** What physics is missing?

**A:** There is no electron repulsion, so this is a distortion of the geometry and not a broken-symmetry Hartree–Fock determinant. Other distortions are absent too. The reduction of the ring to two-site blocks and the filling of the levels enter through the definition of `energy`; the file proves the spectrum of each block.

**Q:** Then show me that spectrum.

**A:** The proof rewrites `hop` as 2t cos θ + 2td i sin θ, computes the determinant as ε² − |h|², and factors it.

```lean
/-- The real eigenvalues of the Bloch Hamiltonian are `± 2 t √(cos² θ + d² sin² θ)`. -/
theorem bloch_eigenvalue_iff (t d θ ε : ℝ) :
    ((ε : ℂ) • (1 : Matrix (Fin 2) (Fin 2) ℂ) - blochHamiltonian t d θ).det = 0 ↔
      ε = 2 * t * level d θ ∨ ε = -(2 * t * level d θ) := by
  have hhop : hop t d θ = ((2 * t * Real.cos θ : ℝ) : ℂ)
      + ((2 * t * d * Real.sin θ : ℝ) : ℂ) * Complex.I := by
    unfold hop
    rw [Complex.exp_mul_I, Complex.exp_mul_I, Complex.cos_neg, Complex.sin_neg]
    push_cast
    ring
  have hn : Complex.normSq (hop t d θ)
      = (2 * t * Real.cos θ) ^ 2 + (2 * t * d * Real.sin θ) ^ 2 := by
    rw [hhop, Complex.normSq_add_mul_I]
  have hM : (ε : ℂ) • (1 : Matrix (Fin 2) (Fin 2) ℂ) - blochHamiltonian t d θ
      = !![(ε : ℂ), hop t d θ; conj (hop t d θ), (ε : ℂ)] := by
    ext i j
    fin_cases i <;> fin_cases j <;> simp [blochHamiltonian]
  have hdet : (!![(ε : ℂ), hop t d θ; conj (hop t d θ), (ε : ℂ)]).det
      = ((ε ^ 2 - Complex.normSq (hop t d θ) : ℝ) : ℂ) := by
    rw [Matrix.det_fin_two_of, Complex.mul_conj]
    push_cast
    ring
  have hs : level d θ ^ 2 = Real.cos θ ^ 2 + d ^ 2 * Real.sin θ ^ 2 :=
    Real.sq_sqrt (by positivity)
  rw [hM, hdet, Complex.ofReal_eq_zero, hn]
  constructor
  · intro h
    have hp : (ε - 2 * t * level d θ) * (ε + 2 * t * level d θ) = 0 := by
      linear_combination h - 4 * t ^ 2 * hs
    rcases mul_eq_zero.mp hp with h | h
    · left; linarith
    · right; linarith
  · rintro (h | h) <;> rw [h] <;> linear_combination 4 * t ^ 2 * hs
```

Two small lemmas follow: ℓ_j(0) = |c_j|, and ℓ_j(d) ≥ |c_j|.

```lean
theorem level_zero (θ : ℝ) : level 0 θ = |Real.cos θ| := by
  simp [level, Real.sqrt_sq_eq_abs]

/-- Bond alternation never lowers the magnitude of a level energy. -/
theorem abs_cos_le_level (d θ : ℝ) : |Real.cos θ| ≤ level d θ :=
  Real.abs_le_sqrt (le_add_of_nonneg_right (by positivity))
```

**Q:** Where is the divisibility argument?

**A:** Here. From 4j = (2k + 1)N, the proof multiplies by 2k + 1 and uses (2k + 1)² = 4(k² + k) + 1 to exhibit N as a multiple of 4.

```lean
/-- If four does not divide `N`, the cosine of the phase `2 π j / N` is nonzero for every `j`. -/
theorem cos_angle_ne_zero {N : ℕ} (hN : ¬ 4 ∣ N) (j : ℕ) : Real.cos (angle N j) ≠ 0 := by
  intro h
  obtain ⟨k, hk⟩ := Real.cos_eq_zero_iff.mp h
  have hN0 : (N : ℝ) ≠ 0 := by
    intro h0
    apply hN
    rw [Nat.cast_eq_zero.mp h0]
    exact dvd_zero 4
  unfold angle at hk
  rw [div_eq_div_iff hN0 two_ne_zero] at hk
  have hr : (4 : ℝ) * j = (2 * k + 1) * N := by
    apply mul_left_cancel₀ Real.pi_ne_zero
    linear_combination hk
  have hz : (4 : ℤ) * j = (2 * k + 1) * N := by exact_mod_cast hr
  -- an odd multiple of N is divisible by four only if N is
  have hd : (4 : ℤ) ∣ (N : ℤ) :=
    ⟨j * (2 * k + 1) - (k ^ 2 + k) * N, by linear_combination (-(2 * k + 1)) * hz⟩
  exact hN (by exact_mod_cast hd)
```

The exact energy difference comes next. `eq_div_iff` clears the positive denominator, and `linear_combination` checks the difference of squares.

```lean
/-- If four does not divide `N`, the energy change on alternation is exactly `d²` times the elastic
constant `K` reduced by `2 t` times the electronic softening. -/
theorem energy_sub {N : ℕ} (hN : ¬ 4 ∣ N) (K t d : ℝ) :
    energy K t N d - energy K t N 0 = d ^ 2 * (K - 2 * t * softening N d) := by
  have hsum : ∑ j ∈ Finset.range N, level d (angle N j)
      - ∑ j ∈ Finset.range N, level 0 (angle N j) = d ^ 2 * softening N d := by
    unfold softening
    rw [← Finset.sum_sub_distrib, Finset.mul_sum]
    refine Finset.sum_congr rfl fun j _ => ?_
    have hc := abs_pos.mpr (cos_angle_ne_zero hN j)
    have hl := abs_cos_le_level d (angle N j)
    have hs : level d (angle N j) ^ 2
        = Real.cos (angle N j) ^ 2 + d ^ 2 * Real.sin (angle N j) ^ 2 :=
      Real.sq_sqrt (by positivity)
    have hne : level d (angle N j) + |Real.cos (angle N j)| ≠ 0 := by linarith
    -- rationalise the difference of square roots
    rw [level_zero, ← mul_div_assoc, eq_div_iff hne]
    linear_combination hs - sq_abs (Real.cos (angle N j))
  unfold energy
  linear_combination (-2 * t) * hsum
```

The next lemma identifies K_c with 2t R(0).

```lean
theorem critical_eq_softening (t : ℝ) (N : ℕ) :
    criticalStiffness t N = 2 * t * softening N 0 := by
  unfold criticalStiffness softening
  rw [Finset.mul_sum, Finset.mul_sum]
  refine Finset.sum_congr rfl fun j _ => ?_
  rw [level_zero, ← two_mul, div_mul_eq_div_div_swap]
  ring
```

**Q:** And the limit d → 0?

**A:** The nonzero denominators make R continuous. Near zero, but away from it, `energy_sub` and d² > 0 give K − 2t R(d) ≥ 0, and `ge_of_tendsto` carries the inequality to d = 0.

```lean
/-- If four does not divide `N` and equal bonds are a local minimum of the energy, then `K` is
at least the critical stiffness. -/
theorem critical_le_of_isLocalMin {N : ℕ} (hN : ¬ 4 ∣ N) {K t : ℝ}
    (hmin : IsLocalMin (energy K t N) 0) : criticalStiffness t N ≤ K := by
  have hcont : Continuous fun d => K - 2 * t * softening N d := by
    unfold softening
    refine continuous_const.sub (continuous_const.mul (continuous_finsetSum _ fun j _ => ?_))
    refine continuous_const.div (by unfold level; fun_prop) fun d => ?_
    have hc := abs_pos.mpr (cos_angle_ne_zero hN j)
    have hl := abs_cos_le_level d (angle N j)
    linarith
  have hmin' : ∀ᶠ d in 𝓝 (0 : ℝ), energy K t N 0 ≤ energy K t N d := hmin
  have ev : ∀ᶠ d in 𝓝[≠] (0 : ℝ), 0 ≤ K - 2 * t * softening N d := by
    filter_upwards [hmin'.filter_mono nhdsWithin_le_nhds, self_mem_nhdsWithin] with d h1 h2
    have hd : 0 < d ^ 2 := sq_pos_of_ne_zero h2
    have he := energy_sub hN K t d
    exact (mul_nonneg_iff_of_pos_left hd).mp (by linarith)
  -- let the alternation tend to zero
  have h0 : 0 ≤ K - 2 * t * softening N 0 :=
    ge_of_tendsto ((hcont.tendsto 0).mono_left nhdsWithin_le_nhds) ev
  rw [critical_eq_softening]
  linarith
```

**Q:** What replaces this when 4 divides N?

**A:** The cusp bound. With N = 4m, the proof evaluates the level at j = m and uses `Finset.single_le_sum`: one term of a sum of non-negative increments is at most the whole sum. The level at j = 3m contributes another |d|, which the bound does not need.

```lean
/-- If four divides `N > 0` and `t ≥ 0`, alternation lowers the electronic energy by at least
`2 t |d|`, which is linear in `|d|`. -/
theorem energy_le_cusp {N : ℕ} (hN : 0 < N) (h4 : 4 ∣ N) {t : ℝ} (ht : 0 ≤ t) (K d : ℝ) :
    energy K t N d ≤ energy K t N 0 + K * d ^ 2 - 2 * t * |d| := by
  obtain ⟨m, rfl⟩ := h4
  have hm : 0 < m := by omega
  have hm' : (((4 * m : ℕ)) : ℝ) ≠ 0 := Nat.cast_ne_zero.mpr (by omega)
  -- the level that sits at zero energy when all bonds are equal
  have ha : angle (4 * m) m = Real.pi / 2 := by
    unfold angle
    rw [div_eq_div_iff hm' two_ne_zero]
    push_cast
    ring
  have hterm : level d (angle (4 * m) m) - level 0 (angle (4 * m) m) = |d| := by
    rw [ha]
    simp [level, Real.sqrt_sq_eq_abs]
  have hsum := Finset.single_le_sum
    (f := fun j => level d (angle (4 * m) j) - level 0 (angle (4 * m) j))
    (s := Finset.range (4 * m))
    (fun j _ => by
      have := abs_cos_le_level d (angle (4 * m) j)
      rw [← level_zero] at this
      exact sub_nonneg.mpr this)
    (Finset.mem_range.mpr (by omega : m < 4 * m))
  simp only [hterm, Finset.sum_sub_distrib] at hsum
  have hmul := mul_le_mul_of_nonneg_left hsum ht
  unfold energy
  nlinarith [hmul]
```

The main theorem assembles the parts. In the first case, a local minimum would give K d − 2t ≥ 0 for small d > 0, and the limit gives −2t ≥ 0, a contradiction. In the second, necessity is the local-minimum lemma, and sufficiency compares R(d) with R(0) term by term.

```lean
/-- For `t > 0` and `N > 0` (with `N` even for an actual alternating ring): if four divides `N`,
`d = 0` is not even a local minimum of `energy K t N`; otherwise it is a global minimum exactly when
`K` is at least `t ∑ sin² / |cos|`. -/
theorem equal_bonds_minimize_iff {N : ℕ} (hN : 0 < N) {t : ℝ} (ht : 0 < t) (K : ℝ) :
    (4 ∣ N → ¬ IsLocalMin (energy K t N) 0) ∧
    (¬ 4 ∣ N → ((∀ d, energy K t N 0 ≤ energy K t N d) ↔ criticalStiffness t N ≤ K)) := by
  constructor
  · intro h4 hmin
    have hmin' : ∀ᶠ d in 𝓝 (0 : ℝ), energy K t N 0 ≤ energy K t N d := hmin
    have ev : ∀ᶠ d in 𝓝[>] (0 : ℝ), 0 ≤ K * d - 2 * t := by
      filter_upwards [hmin'.filter_mono nhdsWithin_le_nhds, self_mem_nhdsWithin] with d h1 h2
      have hd : 0 < d := h2
      have he := energy_le_cusp hN h4 ht.le K d
      rw [abs_of_pos hd] at he
      exact (mul_nonneg_iff_of_pos_left hd).mp (by nlinarith)
    have hcont : Continuous fun d : ℝ => K * d - 2 * t := by fun_prop
    have h0 : 0 ≤ K * 0 - 2 * t :=
      ge_of_tendsto ((hcont.tendsto 0).mono_left nhdsWithin_le_nhds) ev
    linarith
  · intro h4
    constructor
    · intro h
      exact critical_le_of_isLocalMin h4 (Filter.Eventually.of_forall h)
    · intro hK d
      -- the softening is largest at equal bonds
      have hsoft : softening N d ≤ softening N 0 := by
        unfold softening
        refine Finset.sum_le_sum fun j _ => ?_
        have hc := abs_pos.mpr (cos_angle_ne_zero h4 j)
        rw [level_zero]
        exact div_le_div_of_nonneg_left (sq_nonneg _) (by linarith)
          (by linarith [abs_cos_le_level d (angle N j)])
      rw [critical_eq_softening] at hK
      have hmul := mul_le_mul_of_nonneg_left hsoft ht.le
      have hpos : 0 ≤ d ^ 2 * (K - 2 * t * softening N d) :=
        mul_nonneg (sq_nonneg d) (by linarith)
      linarith [energy_sub h4 K t d]
```

**Q:** Does it reproduce your six-membered ring?

**A:** Yes, for every t > 0: the threshold is 6t. The proof evaluates the six cosines, obtains each s_j² as 1 − c_j², and applies the second part of the main theorem.

```lean
/-- For `t > 0`, the six-membered ring has its energy minimum at equal bonds exactly when
`K ≥ 6 t`. -/
theorem six_ring_equal_bonds_iff {t : ℝ} (ht : 0 < t) (K : ℝ) :
    (∀ d, energy K t 6 0 ≤ energy K t 6 d) ↔ 6 * t ≤ K := by
  have h0 : Real.cos (angle 6 0) = 1 := by simp [angle]
  have h1 : Real.cos (angle 6 1) = 1 / 2 := by
    rw [show angle 6 1 = Real.pi / 3 by unfold angle; push_cast; ring, Real.cos_pi_div_three]
  have h2 : Real.cos (angle 6 2) = -(1 / 2) := by
    rw [show angle 6 2 = Real.pi - Real.pi / 3 by unfold angle; push_cast; ring,
      Real.cos_pi_sub, Real.cos_pi_div_three]
  have h3 : Real.cos (angle 6 3) = -1 := by
    rw [show angle 6 3 = Real.pi by unfold angle; push_cast; ring, Real.cos_pi]
  have h4 : Real.cos (angle 6 4) = -(1 / 2) := by
    rw [show angle 6 4 = Real.pi / 3 + Real.pi by unfold angle; push_cast; ring,
      Real.cos_add_pi, Real.cos_pi_div_three]
  have h5 : Real.cos (angle 6 5) = 1 / 2 := by
    rw [show angle 6 5 = 2 * Real.pi - Real.pi / 3 by unfold angle; push_cast; ring,
      Real.cos_two_pi_sub, Real.cos_pi_div_three]
  have ha : |(1 / 2 : ℝ)| = 1 / 2 := abs_of_pos (by norm_num)
  have hcrit : criticalStiffness t 6 = 6 * t := by
    simp only [criticalStiffness, Finset.sum_range_succ, Finset.sum_range_zero, Real.sin_sq,
      h0, h1, h2, h3, h4, h5, abs_neg, abs_one, ha]
    ring
  rw [← hcrit]
  exact (equal_bonds_minimize_iff (by norm_num) ht K).2 (by norm_num)

end

end BondAlternation
```

```lean
#print axioms BondAlternation.bloch_eigenvalue_iff
#print axioms BondAlternation.six_ring_equal_bonds_iff
```

```
'BondAlternation.bloch_eigenvalue_iff' depends on axioms: [propext, Classical.choice, Quot.sound]
'BondAlternation.six_ring_equal_bonds_iff' depends on axioms: [propext, Classical.choice, Quot.sound]
```
